# Exact Zeeman levels of an isolated ²L term at fixed projection, and their Landé slopes at zero field

Used beyond weak fields, the Landé g factor predicts level crossings that do not happen. Take a ²P term with spin-orbit constant $z > 0$, in a magnetic field of strength $b = \mu_B B$, measured as an energy. The Landé formula gives two straight lines for total projection $m = -1/2$, one starting from $j = 3/2$ and one from $j = 1/2$. They meet at $b = 9z/2$. Diagonalising the spin-orbit and Zeeman terms together gives two levels that are $3\sqrt2\,z$ apart at that same field.

For an orbital momentum $l$ and a projection with $|m| < l + 1/2$, the levels at every field are

$$E_\pm(b) = -\frac z4 + bm \pm \frac12\sqrt{z^2\left(l+\tfrac12\right)^2 + 2zmb + b^2},$$

and their slopes at $b = 0$ are $m$ times the Landé factors. Within a single isolated term with a fixed spin-orbit constant, spin g factor 2 and no diamagnetic energy, this is an exact reference for g factors that a program obtains by finite differences of energies in a field.

The matrices below are real and symmetric, so real numbers suffice throughout.

```lean
import Mathlib

open Matrix

namespace LandeDoublet

noncomputable section
```

## The two-state block

The Hamiltonian, with $\hbar = 1$ and spin g factor 2, is

$$H = z\,\mathbf L\cdot\mathbf S + b\,(L_z + 2S_z).$$

The constant $z$ stands for the coupling of the spin to the orbital motion once the radial part of the problem has been integrated out. It is a given number here, and its positive sign puts $j = l + 1/2$ on top. The term is isolated: neither $z$ nor $b$ mixes in other terms, and the diamagnetic energy is left out.

$H$ conserves $m = m_l + m_s$. For spin one half, a given $m$ with $|m| < l + 1/2$ leaves two states: $m_l = m - 1/2$ with spin up, and $m_l = m + 1/2$ with spin down. The raising operator $L_+$ connects their orbital parts with the coefficient

$$c = \sqrt{l(l+1) - \left(m-\tfrac12\right)\left(m+\tfrac12\right)}.$$

In Lean this is `ladder l m`, for real `l` and `m`.

```lean
/-- Matrix element of the orbital raising operator from `m - 1/2` to `m + 1/2`
in a shell of orbital momentum `l`. -/
def ladder (l m : ℝ) : ℝ := √(l * (l + 1) - (m - 1/2) * (m + 1/2))
```

Writing $\mathbf L\cdot\mathbf S = L_zS_z + \frac12(L_+S_- + L_-S_+)$ gives the diagonal entries $m_l m_s$ and the off-diagonal entry $c/2$:

$$\mathbf L\cdot\mathbf S \to \frac12\begin{pmatrix} m-\frac12 & c\\ c & -(m+\frac12)\end{pmatrix}.$$

The Lean definition starts from these entries. The angular momentum algebra that leads to them is the hand calculation just given.

```lean
/-- The operator `L·S` for spin one half in the basis
`(m_l = m - 1/2, up)`, `(m_l = m + 1/2, down)`. -/
def spinOrbit (l m : ℝ) : Matrix (Fin 2) (Fin 2) ℝ :=
  !![(m - 1/2) / 2, ladder l m / 2; ladder l m / 2, -(m + 1/2) / 2]
```

The magnetic operator is diagonal in this basis, with entries $m_l + 2m_s$, that is $m + 1/2$ and $m - 1/2$.

```lean
/-- The magnetic operator `L_z + 2 S_z` in the same basis. -/
def magnetic (m : ℝ) : Matrix (Fin 2) (Fin 2) ℝ :=
  !![(m - 1/2) + 1, 0; 0, (m + 1/2) - 1]
```

The block of $H$ is the sum of the two matrices with weights $z$ and $b$. The symbol `•` multiplies a matrix by a number.

```lean
/-- The Hamiltonian block `z L·S + b (L_z + 2 S_z)` at total projection `m`. -/
def block (z l m b : ℝ) : Matrix (Fin 2) (Fin 2) ℝ :=
  z • spinOrbit l m + b • magnetic m
```

Half the trace of the block is $-z/4 + bm$, and half the difference of its diagonal entries is $(zm + b)/2$. Its eigenvalues should therefore lie symmetrically about $-z/4 + bm$. With the abbreviation

$$R(b) = z^2\left(l+\tfrac12\right)^2 + 2zmb + b^2,$$

the two branches are $E_\sigma(b) = -z/4 + bm + \frac{\sigma}{2}\sqrt{R(b)}$, with $\sigma = 1$ for the upper and $\sigma = -1$ for the lower. Lean calls the sign `s`.

```lean
/-- The energy branch with sign `s` (`1` for the upper, `-1` for the lower)
as a function of the field `b`. -/
def level (s z l m b : ℝ) : ℝ :=
  -z / 4 + b * m + s / 2 * √(z^2 * (l + 1/2)^2 + 2 * z * m * b + b^2)
```

The slopes will be compared with the general Landé formula, taken at spin one half:

$$g_J = 1 + \frac{j(j+1) + \frac34 - l(l+1)}{2j(j+1)}.$$

It enters as a definition, without the projection argument that usually leads to it.

```lean
/-- The Landé factor for spin one half, orbital momentum `l` and total momentum `j`,
with spin g factor 2. -/
def landeG (j l : ℝ) : ℝ :=
  1 + (j * (j + 1) + 1/2 * (1/2 + 1) - l * (l + 1)) / (2 * (j * (j + 1)))
```

## The spectrum at every field

The ladder coefficient has a simple square. Since $(m-\frac12)(m+\frac12) = m^2 - \frac14$,

$$c^2 = l(l+1) + \tfrac14 - m^2 = \left(l+\tfrac12\right)^2 - m^2.$$

This needs a non-negative number under the root, which the bound on $|m|$ supplies. `Real.sq_sqrt` removes the root and `ring` does the rest.

```lean
/-- The squared ladder coefficient is `(l + 1/2)² - m²`. -/
theorem ladder_sq {l m : ℝ} (h : |m| ≤ l + 1/2) :
    ladder l m ^ 2 = (l + 1/2)^2 - m^2 := by
  have hm : m^2 ≤ (l + 1/2)^2 := sq_le_sq' (abs_le.mp h).1 (abs_le.mp h).2
  unfold ladder
  rw [Real.sq_sqrt (by nlinarith)]
  ring
```

Write $\mu = -z/4 + bm$ and $\delta = (zm+b)/2$. The diagonal entries of the block are $\mu \pm \delta$, so the secular determinant is

$$(\mu+\delta-E)(\mu-\delta-E) - \frac{z^2c^2}{4} = (E-\mu)^2 - \frac{(zm+b)^2 + z^2c^2}{4}.$$

Inserting $c^2$ turns the last numerator into $R(b)$:

$$(zm+b)^2 + z^2\left(l+\tfrac12\right)^2 - z^2m^2 = R(b).$$

So $R(b)$ is a sum of two squares and its root is real. The determinant factorises as $(E - E_+)(E - E_-)$.

In the proof, `hr` says that the square of $\sqrt{R(b)}$ is $R(b)$, and `hM` writes out the shifted matrix. The closing `linear_combination` inserts $R(b)$ and $c^2$ with the factors $1/4$ and $-z^2/4$.

```lean
/-- The secular determinant of the block factorises into the two energy branches. -/
theorem secular_det {l m : ℝ} (z b E : ℝ) (h : |m| ≤ l + 1/2) :
    (block z l m b - E • (1 : Matrix (Fin 2) (Fin 2) ℝ)).det
      = (E - level 1 z l m b) * (E - level (-1) z l m b) := by
  have hc := ladder_sq h
  -- the radicand is a sum of two squares
  have hr : √(z^2 * (l + 1/2)^2 + 2 * z * m * b + b^2) ^ 2
      = z^2 * (l + 1/2)^2 + 2 * z * m * b + b^2 := by
    apply Real.sq_sqrt
    have e : z^2 * (l + 1/2)^2 + 2 * z * m * b + b^2
        = (z * m + b)^2 + (z * ladder l m)^2 := by
      linear_combination (-z^2) * hc
    rw [e]
    positivity
  have hM : block z l m b - E • (1 : Matrix (Fin 2) (Fin 2) ℝ)
      = !![z * ((m - 1/2) / 2) + b * ((m - 1/2) + 1) - E, z * (ladder l m / 2);
           z * (ladder l m / 2), z * (-(m + 1/2) / 2) + b * ((m + 1/2) - 1) - E] := by
    ext i j
    fin_cases i <;> fin_cases j <;> simp [block, spinOrbit, magnetic]
  rw [hM, Matrix.det_fin_two_of]
  unfold level
  linear_combination (1/4) * hr - z^2 / 4 * hc
```

A number $E$ is an eigenvalue when some vector $v \neq 0$ satisfies $Hv = Ev$, that is $(H - E)v = 0$. Such a vector exists exactly when the determinant of $H - E$ vanishes, and a product vanishes exactly when one of its factors does. The equivalence therefore says both that each branch is an eigenvalue and that there are no others.

In Lean, `v : Fin 2 → ℝ` holds the two amplitudes and `*ᵥ` applies the matrix to them. The determinant criterion is Mathlib's `Matrix.exists_mulVec_eq_zero_iff`.

```lean
/-- A number is an eigenvalue of the block exactly when it lies on one of the
two energy branches. -/
theorem eigenvalue_iff {l m : ℝ} (z b E : ℝ) (h : |m| ≤ l + 1/2) :
    (∃ v : Fin 2 → ℝ, v ≠ 0 ∧ block z l m b *ᵥ v = E • v) ↔
      E = level 1 z l m b ∨ E = level (-1) z l m b := by
  have e : ∀ v : Fin 2 → ℝ,
      (block z l m b - E • (1 : Matrix (Fin 2) (Fin 2) ℝ)) *ᵥ v = 0 ↔
        block z l m b *ᵥ v = E • v := fun v => by
    rw [Matrix.sub_mulVec, Matrix.smul_mulVec, Matrix.one_mulVec, sub_eq_zero]
  have key := Matrix.exists_mulVec_eq_zero_iff
    (M := block z l m b - E • (1 : Matrix (Fin 2) (Fin 2) ℝ))
  simp only [e] at key
  rw [key, secular_det z b E h, mul_eq_zero, sub_eq_zero, sub_eq_zero]
```

## Which branch belongs to which $j$

At $b = 0$ the root is $\sqrt{R(0)} = z(l+\frac12)$, so

$$E_+(0) = \frac{zl}{2}, \qquad E_-(0) = -\frac{z(l+1)}{2}.$$

The spin-orbit energy of a level $j$ is $\frac z2\left[j(j+1) - l(l+1) - \frac34\right]$. The bracket is $l$ for $j = l + 1/2$ and $-(l+1)$ for $j = l - 1/2$, which matches the upper and the lower branch. The label $j$ is attached through this energy; the operator $\mathbf J^2$ does not appear in the development.

```lean
/-- At zero field the branches are the spin-orbit energies
`(z/2)(j(j+1) - l(l+1) - 3/4)` with `j = l + 1/2` (upper) and `j = l - 1/2` (lower). -/
theorem level_zero_field {z l : ℝ} (m : ℝ) (hz : 0 ≤ z) (hl : 0 ≤ l) :
    level 1 z l m 0 = z / 2 * ((l + 1/2) * (l + 1/2 + 1) - l * (l + 1) - 3/4) ∧
    level (-1) z l m 0 = z / 2 * ((l - 1/2) * (l - 1/2 + 1) - l * (l + 1) - 3/4) := by
  have hs : √(z^2 * (l + 1/2)^2 + 2 * z * m * 0 + 0^2) = z * (l + 1/2) := by
    rw [show z^2 * (l + 1/2)^2 + 2 * z * m * 0 + 0^2 = (z * (l + 1/2))^2 by ring]
    exact Real.sqrt_sq (by positivity)
  unfold level
  rw [hs]
  constructor <;> ring
```

## The slopes at zero field

The radicand has the derivative $R'(0) = 2zm$, so the chain rule gives

$$\frac{d}{db}\sqrt{R(b)}\,\Big|_{b=0} = \frac{2zm}{2\,z(l+\frac12)} = \frac{2m}{2l+1}, \qquad E_\sigma'(0) = m\left(1 + \frac{\sigma}{2l+1}\right).$$

Here $z > 0$ matters. Without spin-orbit coupling the root would be $|b|$, which has a kink at zero field.

`HasDerivAt f a x` states that `f` is differentiable at `x` with derivative `a`. In the proof, `h0` differentiates $R$, `h1` its root and `h2` the whole branch, after which `field_simp` brings the slope into the stated form.

```lean
/-- The slope of the branch with sign `s` at zero field is `m (1 + s/(2l+1))`. -/
theorem level_hasDerivAt {z l : ℝ} (s m : ℝ) (hz : 0 < z) (hl : 0 ≤ l) :
    HasDerivAt (level s z l m) (m * (1 + s / (2 * l + 1))) 0 := by
  have hk : 0 < 2 * l + 1 := by linarith
  have e : z^2 * (l + 1/2)^2 + 2 * z * m * 0 + 0^2 = (z * (2 * l + 1) / 2)^2 := by ring
  have hs : √(z^2 * (l + 1/2)^2 + 2 * z * m * 0 + 0^2) = z * (2 * l + 1) / 2 := by
    rw [e]
    exact Real.sqrt_sq (by positivity)
  have hne : z^2 * (l + 1/2)^2 + 2 * z * m * 0 + 0^2 ≠ 0 := by
    rw [e]
    positivity
  have h0 : HasDerivAt (fun b : ℝ => z^2 * (l + 1/2)^2 + 2 * z * m * b + b^2)
      (2 * z * m) 0 :=
    ((((hasDerivAt_id' (0:ℝ)).const_mul (2 * z * m)).const_add
      (z^2 * (l + 1/2)^2)).fun_add ((hasDerivAt_id' (0:ℝ)).fun_pow 2)).congr_deriv (by simp)
  -- chain rule for the square root, whose radicand is positive at zero field
  have h1 : HasDerivAt (fun b : ℝ => √(z^2 * (l + 1/2)^2 + 2 * z * m * b + b^2))
      (2 * z * m / (2 * (z * (2 * l + 1) / 2))) 0 := by
    have h := h0.sqrt hne
    simpa only [hs] using h
  have h2 := (((hasDerivAt_id' (0:ℝ)).mul_const m).const_add (-z / 4)).fun_add
    (h1.const_mul (s / 2))
  refine HasDerivAt.congr_deriv h2 ?_
  have hz' := hz.ne'
  have hk' := hk.ne'
  field_simp
```

The general formula has to give the same factors. For $j = l + 1/2$ we have $j(j+1) = (2l+1)(2l+3)/4$, and the numerator of the fraction in $g_J$ is $(2l+3)/2$. Hence

$$g_J = 1 + \frac{(2l+3)/2}{(2l+1)(2l+3)/2} = 1 + \frac1{2l+1}.$$

For $j = l - 1/2$ we have $j(j+1) = (2l-1)(2l+1)/4$ and the numerator $-(2l-1)/2$, so $g_J = 1 - 1/(2l+1)$.

The second case divides by $2l - 1$. That is never zero for a whole number $l$, and so `l` is a natural number in this theorem and in the main theorem that uses it; `omega` settles the parity argument.

```lean
/-- For `j = l ± 1/2` the Landé factor is `1 ± 1/(2l+1)`. -/
theorem landeG_doublet (l : ℕ) :
    landeG (l + 1/2) l = 1 + 1 / (2 * (l:ℝ) + 1) ∧
    landeG (l - 1/2) l = 1 + (-1) / (2 * (l:ℝ) + 1) := by
  have h1 : 2 * (l:ℝ) + 1 ≠ 0 := by positivity
  have h3 : 2 * (l:ℝ) + 3 ≠ 0 := by positivity
  have h2 : 2 * (l:ℝ) - 1 ≠ 0 := by
    intro h
    have h' : 2 * (l:ℝ) = 1 := by linarith
    have h'' : 2 * l = 1 := by exact_mod_cast h'
    omega
  unfold landeG
  constructor
  · rw [show ((l:ℝ) + 1/2) * (l + 1/2 + 1) = (2 * l + 1) * (2 * l + 3) / 4 by ring]
    field_simp
    ring
  · rw [show ((l:ℝ) - 1/2) * (l - 1/2 + 1) = (2 * l - 1) * (2 * l + 1) / 4 by ring]
    field_simp
    ring
```

## Spectrum and Landé factors together

The main theorem assumes a natural number $l$, a coupling $z > 0$ and a projection with $|m| < l + 1/2$. It states that at every field $b$ the eigenvalues of the block are exactly $E_+(b)$ and $E_-(b)$, and that

$$E_+'(0) = m\,g_{l+1/2}, \qquad E_-'(0) = m\,g_{l-1/2},$$

where $g_j$ is the Landé factor of the level $j$. The proof joins the eigenvalue criterion to the two slope calculations.

Lean lets $m$ be any real number within the bound, while physical projections are half-odd. The smallest physical case is then $l = 1$ with $m = \pm 1/2$. There the Landé factors are $4/3$ and $2/3$, and for $m = -1/2$ the slopes are $-2/3$ and $-1/3$, those of the two lines in the opening example. For $l = 0$ no half-odd $m$ satisfies the bound, and the theorem is only an algebraic identity about the matrix.

```lean
/-- The eigenvalues of the doublet block at every field are the two branches, and their
slopes at zero field are `m` times the Landé factors of `j = l + 1/2` and `j = l - 1/2`. -/
theorem lande_zeeman_doublet (l : ℕ) {z m : ℝ} (hz : 0 < z) (hm : |m| < l + 1/2) :
    (∀ b E : ℝ, (∃ v : Fin 2 → ℝ, v ≠ 0 ∧ block z l m b *ᵥ v = E • v) ↔
      E = level 1 z l m b ∨ E = level (-1) z l m b) ∧
    HasDerivAt (level 1 z l m) (m * landeG (l + 1/2) l) 0 ∧
    HasDerivAt (level (-1) z l m) (m * landeG (l - 1/2) l) 0 := by
  refine ⟨fun b E => eigenvalue_iff z b E hm.le, ?_, ?_⟩
  · rw [(landeG_doublet l).1]
    exact level_hasDerivAt 1 m hz (Nat.cast_nonneg l)
  · rw [(landeG_doublet l).2]
    exact level_hasDerivAt (-1) m hz (Nat.cast_nonneg l)
```

The strict bound leaves out the stretched states $m = \pm(l + 1/2)$, for which only one of the two basis states exists. A different model would put $H$ on the full space of $2(2l+1)$ states, built from angular momentum operators. The conservation of $m$ and the entries of the block would then be theorems instead of definitions, and the stretched states would join the spectrum with the straight lines $zl/2 \pm (l+1)b$.

## The gap between the branches

The difference of the two levels is the root itself, which the sum of squares turns into the hypotenuse of a right triangle:

$$E_+(b) - E_-(b) = \sqrt{R(b)} = \sqrt{(zm+b)^2 + (zc)^2} \;\ge\; zc.$$

For $|m| < l + 1/2$ the coefficient $c$ is positive, so levels with the same $m$ never meet. Equality holds exactly when the first leg vanishes, at $b = -zm$. At that field the two diagonal entries of the block coincide, and only the spin-orbit coupling between the two basis states separates the levels.

In the ²P example with $m = -1/2$, the smallest gap is $\sqrt2\,z$, reached at $b = z/2$.

In the proof, `hgap` is the hypotenuse formula. The lower bound follows by comparing squares. For the equality case, squaring forces $(zm+b)^2 = 0$ in one direction, and substituting $b = -zm$ gives the other.

```lean
/-- The gap between the branches is at least `z` times the ladder coefficient, which is
positive, and it takes this value exactly at the field `b = -z m`. -/
theorem avoided_crossing {z l m : ℝ} (b : ℝ) (hz : 0 < z) (hm : |m| < l + 1/2) :
    0 < z * ladder l m ∧
    z * ladder l m ≤ level 1 z l m b - level (-1) z l m b ∧
    (level 1 z l m b - level (-1) z l m b = z * ladder l m ↔ b = -(z * m)) := by
  have hc := ladder_sq hm.le
  have hlt : m^2 < (l + 1/2)^2 := sq_lt_sq' (abs_lt.mp hm).1 (abs_lt.mp hm).2
  have hpos : 0 < z * ladder l m := by
    apply mul_pos hz
    unfold ladder
    exact Real.sqrt_pos.2 (by nlinarith)
  -- the gap is the hypotenuse with legs `z m + b` and `z * ladder`
  have hgap : level 1 z l m b - level (-1) z l m b
      = √((z * m + b)^2 + (z * ladder l m)^2) := by
    rw [show (z * m + b)^2 + (z * ladder l m)^2
        = z^2 * (l + 1/2)^2 + 2 * z * m * b + b^2 by linear_combination z^2 * hc]
    unfold level
    ring
  rw [hgap]
  refine ⟨hpos, (Real.le_sqrt' hpos).2 (by nlinarith [sq_nonneg (z * m + b)]), ?_, ?_⟩
  · intro h
    have hsq := Real.sq_sqrt
      (show 0 ≤ (z * m + b)^2 + (z * ladder l m)^2 by positivity)
    rw [h] at hsq
    have h0 : (z * m + b)^2 = 0 := by linarith
    have h1 : z * m + b = 0 := pow_eq_zero_iff (two_ne_zero) |>.1 h0
    linarith
  · intro h
    rw [show (z * m + b)^2 + (z * ladder l m)^2 = (z * ladder l m)^2 by rw [h]; ring]
    exact Real.sqrt_sq hpos.le

end

end LandeDoublet
```

```lean
#print axioms LandeDoublet.level_zero_field
-- 'LandeDoublet.level_zero_field' depends on axioms: [propext, Classical.choice, Quot.sound]
#print axioms LandeDoublet.lande_zeeman_doublet
-- 'LandeDoublet.lande_zeeman_doublet' depends on axioms: [propext, Classical.choice, Quot.sound]
#print axioms LandeDoublet.avoided_crossing
-- 'LandeDoublet.avoided_crossing' depends on axioms: [propext, Classical.choice, Quot.sound]
```
